# Finite thickness lowers a layer's Coulomb interaction at every q > 0, by less than 2π times the weighted mean plane separation (e² = 1)

The theorem `softening_strict` concerns a charged layer modelled as finitely many parallel planes with nonnegative weights that sum to 1. Planes a distance d apart interact through (2π/q) exp(−qd) in units with e² = 1, and the layer's interaction with itself is the average of this over all ordered pairs of planes, each pair weighted by the product of its two planes' weights and each plane paired with itself included. The softening is the amount by which this interaction falls below the value 2π/q of an ideal two-dimensional gas. If two planes at different heights both carry positive weight, then at every wave number q > 0 the softening is strictly positive and strictly less than 2π times the mean separation, which is the distance d averaged over the same pairs with the same weights. The proof writes the softening as the weighted average of (2π/q)(1 − exp(−qd)) over pairs and bounds it term by term, with strict inequality for the pair at different heights.

An attempt in Lean 4 with a fault in it:

```lean
import Mathlib

open Filter Topology
open scoped Real

namespace SofteningStrict

noncomputable section

variable {ι : Type*} [Fintype ι]

/-- Coulomb interaction of the layer with itself at in-plane wave number `q > 0`, in units with
`e² = 1`: planes a distance `d` apart interact through `(2π/q) exp(-q d)`. -/
def layerInteraction (p z : ι → ℝ) (q : ℝ) : ℝ :=
  ∑ i, ∑ j, p i * p j * (2 * π / q * Real.exp (-(q * |z i - z j|)))

/-- Softening by finite thickness: the interaction `2π/q` of an ideal two-dimensional gas minus that
of the layer, for `q > 0`. -/
def softening (p z : ι → ℝ) (q : ℝ) : ℝ :=
  2 * π / q - layerInteraction p z q

/-- Distance `|z i - z j|` averaged over all ordered pairs of planes with weights `p i * p j`, pairs
with `i = j` included. -/
def meanSeparation (p z : ι → ℝ) : ℝ :=
  ∑ i, ∑ j, p i * p j * |z i - z j|

/-- For weights with sum 1, the softening is the weighted average over pairs of planes of
`(2π/q) (1 - exp(-q d))`, with `d` the distance within the pair. -/
theorem softening_eq_sum (p z : ι → ℝ) (hp : ∑ i, p i = 1) (q : ℝ) :
    softening p z q =
      ∑ i, ∑ j, p i * p j * (2 * π / q * (1 - Real.exp (-(q * |z i - z j|)))) := by
  have h1 : ∑ i, ∑ j, p i * p j = 1 := by
    rw [← Finset.sum_mul_sum, hp, one_mul]
  calc softening p z q
      = 2 * π / q * (∑ i, ∑ j, p i * p j) - layerInteraction p z q := by
        rw [h1, mul_one, softening]
    _ = _ := by
        simp only [layerInteraction, Finset.mul_sum, ← Finset.sum_sub_distrib]
        exact Finset.sum_congr rfl fun i _ => Finset.sum_congr rfl fun j _ => by ring

/-- For `q > 0` and two planes a distance `d ≥ 0` apart, `(2π/q) (1 - exp(-q d))` lies between
`2π d - π q d²` and `2π d`. -/
theorem pair_bounds {q d : ℝ} (hq : 0 < q) (hd : 0 ≤ d) :
    2 * π * d - π * q * d ^ 2 ≤ 2 * π / q * (1 - Real.exp (-(q * d))) ∧
      2 * π / q * (1 - Real.exp (-(q * d))) ≤ 2 * π * d := by
  have hx : 0 ≤ q * d := mul_nonneg hq.le hd
  have hup : 1 - Real.exp (-(q * d)) ≤ q * d := by
    linarith [Real.add_one_le_exp (-(q * d))]
  -- exp(-x) ≤ 1 - x + x²/2, because (1 - x + x²/2)(1 + x + x²/2) = 1 + x⁴/4
  have hlow : q * d - (q * d) ^ 2 / 2 ≤ 1 - Real.exp (-(q * d)) := by
    generalize q * d = x at hx
    have ha : 0 ≤ 1 - x + x ^ 2 / 2 := by nlinarith [sq_nonneg (x - 1)]
    have h1 : 1 ≤ (1 - x + x ^ 2 / 2) * Real.exp x := by
      have h2 := mul_le_mul_of_nonneg_left (Real.quadratic_le_exp_of_nonneg hx) ha
      have h3 : (1 - x + x ^ 2 / 2) * (1 + x + x ^ 2 / 2) = 1 + (x ^ 2) ^ 2 / 4 := by ring
      linarith [sq_nonneg (x ^ 2)]
    have h4 := mul_le_mul_of_nonneg_right h1 (Real.exp_pos (-x)).le
    rw [one_mul, mul_assoc, ← Real.exp_add, add_neg_cancel, Real.exp_zero, mul_one] at h4
    linarith
  have hc : 2 * π / q * q = 2 * π := div_mul_cancel₀ _ hq.ne'
  have hc0 : 0 ≤ 2 * π / q := by positivity
  generalize 2 * π / q = c at hc hc0 ⊢
  constructor
  · calc 2 * π * d - π * q * d ^ 2 = c * (q * d - (q * d) ^ 2 / 2) := by
          linear_combination (q * d ^ 2 / 2 - d) * hc
      _ ≤ _ := mul_le_mul_of_nonneg_left hlow hc0
  · calc c * (1 - Real.exp (-(q * d))) ≤ c * (q * d) := mul_le_mul_of_nonneg_left hup hc0
      _ = 2 * π * d := by linear_combination d * hc

/-- If, among nonnegative weights with sum 1, two planes at different heights both carry positive
weight, then both bounds on the softening are strict at every `q > 0`. -/
theorem softening_strict (p z : ι → ℝ) (h0 : ∀ i, 0 ≤ p i) (hp : ∑ i, p i = 1)
    {k l : ι} (hk : 0 < p k) (hl : 0 < p l) (hz : z k ≠ z l) {q : ℝ} (hq : 0 < q) :
    0 < softening p z q ∧ softening p z q < 2 * π * meanSeparation p z := by
  -- a weighted double sum is strictly monotone once the pair (k, l) is
  have key : ∀ f g : ι → ι → ℝ, (∀ i j, f i j ≤ g i j) → f k l < g k l →
      ∑ i, ∑ j, p i * p j * f i j < ∑ i, ∑ j, p i * p j * g i j := by
    intro f g hfg hlt
    have hle : ∀ i j, p i * p j * f i j ≤ p i * p j * g i j := fun i j =>
      mul_le_mul_of_nonneg_left (hfg i j) (mul_nonneg (h0 i) (h0 j))
    exact Finset.sum_lt_sum (fun i _ => Finset.sum_le_sum fun j _ => hle i j)
      ⟨k, Finset.mem_univ k, Finset.sum_lt_sum (fun j _ => hle k j)
        ⟨l, Finset.mem_univ l, mul_lt_mul_of_pos_left hlt (mul_pos hk hl)⟩⟩
  have hx : 0 < q * |z k - z l| := mul_pos hq (abs_pos.mpr (sub_ne_zero.mpr hz))
  have hc : 0 < 2 * π / q := by positivity
  rw [softening_eq_sum p z hp]
  constructor
  · have h := key (fun _ _ => 0) (fun i j => 2 * π / q * (1 - Real.exp (-(q * |z i - z j|))))
      (fun i j => mul_nonneg hc.le (sub_nonneg.mpr (Real.exp_le_one_iff.mpr
        (neg_nonpos.mpr (mul_nonneg hq.le (abs_nonneg _))))))
      (mul_pos hc (sub_pos.mpr (Real.exp_lt_one (neg_lt_zero.mpr hx))))
    simpa only [mul_zero, Finset.sum_const_zero] using h
  · have hlt : 2 * π / q * (1 - Real.exp (-(q * |z k - z l|))) < 2 * π * |z k - z l| := by
      have h1 : 1 - Real.exp (-(q * |z k - z l|)) < q * |z k - z l| := by
        linarith [Real.add_one_lt_exp (neg_ne_zero.mpr hx.ne')]
      calc _ < 2 * π / q * (q * |z k - z l|) := mul_lt_mul_of_pos_left h1 hc
        _ = _ := by rw [← mul_assoc, div_mul_cancel₀ _ hq.ne']
    have h := key (fun i j => 2 * π / q * (1 - Real.exp (-(q * |z i - z j|))))
      (fun i j => 2 * π * |z i - z j|) (fun i j => (pair_bounds hq (abs_nonneg _)).2) hlt
    refine h.trans_eq ?_
    simp only [meanSeparation, Finset.mul_sum]
    exact Finset.sum_congr rfl fun i _ => Finset.sum_congr rfl fun j _ => by ring

end

end SofteningStrict
```

Lean reports:

```
Main.lean:91:32: error(lean.unknownIdentifier): Unknown constant `Real.exp_lt_one`
```

Cause. The message says that Lean knows no constant called `Real.exp_lt_one`. The name was used in the proof that the softening is positive, at the step where the pair `k`, `l` must contribute a strictly positive term. There `sub_pos.mpr` needs the exponential of `-(q * |z k - z l|)` to be less than 1, and the missing lemma was meant to derive this from the exponent being negative.

The mathematics of the step is sound, and the negativity of the exponent is already supplied by `neg_lt_zero.mpr hx`. The repair uses `Real.exp_lt_one_iff`, which states that the exponential of a real number is less than 1 exactly when that number is negative. Since this is an equivalence, `.mpr` is added to take the direction from the negative exponent to the bound on the exponential. The argument passed to it is unchanged.

After these edits no error is left:

```diff
@@ -89,5 +89,5 @@
       (fun i j => mul_nonneg hc.le (sub_nonneg.mpr (Real.exp_le_one_iff.mpr
         (neg_nonpos.mpr (mul_nonneg hq.le (abs_nonneg _))))))
-      (mul_pos hc (sub_pos.mpr (Real.exp_lt_one (neg_lt_zero.mpr hx))))
+      (mul_pos hc (sub_pos.mpr (Real.exp_lt_one_iff.mpr (neg_lt_zero.mpr hx))))
     simpa only [mul_zero, Finset.sum_const_zero] using h
   · have hlt : 2 * π / q * (1 - Real.exp (-(q * |z k - z l|))) < 2 * π * |z k - z l| := by
```
